# A two-sided bound on a nonpositive lowest generalized eigenvalue under overlap truncation

Here the lowest generalized eigenvalue of a pair \((H,S)\) is the least element of the set of real numbers \(\mu\) for which \(Hx=\mu Sx\) has a nonzero solution \(x\). This definition does not presuppose that a least element exists, so its existence for a truncated overlap matrix is part of what is proved.

Let \(H\), \(S\) and \(E\) be real symmetric matrices of the same finite size. Every eigenvalue of \(S\) is at least \(s>0\), the spectral norm of \(E\) is at most \(e<s\), and \(r=e/s\). If the lowest generalized eigenvalue \(L\) of \((H,S)\) satisfies \(L\le 0\), then \((H,S+E)\) has a lowest generalized eigenvalue \(L'\), and

\[
\frac{L}{1-r}\le L'\le\frac{L}{1+r}.
\]

In sparse electronic-structure methods with nonorthogonal orbitals, this bounds the error that discarded overlaps cause in the lowest one-particle level, for a finite real basis and an unchanged \(H\). For normalised orbitals, a smallest overlap eigenvalue close to zero signals near-linear dependence of the basis, and \(s\) can then be no larger. The condition \(e<s\) keeps the truncated overlap positive definite. The sign condition refers to the chosen zero of energy; for \(L>0\) and \(e>0\) the stated interval is empty. Moving the zero by \(a\) replaces \(H\) by \(H-aS\), and if this matrix is the one left unchanged, the truncation error itself can depend on \(a\).

## From the Rayleigh quotient to the two bounds

Write \(q_A(x)=x^{\mathsf T}Ax\). For a nonempty basis and positive definite \(S\), the quotient \(q_H/q_S\) is continuous on the unit sphere and unchanged by scaling \(x\). It therefore has a minimum \(m\), attained at some \(x_0\). The matrix \(A=H-mS\) then satisfies \(q_A\ge 0\) and \(q_A(x_0)=0\). For every vector \(y\) and real \(t\),

\[
0\le q_A(x_0+ty)=2t\,y^{\mathsf T}Ax_0+t^2q_A(y),
\]

so the linear coefficient vanishes and \(Ax_0=0\). Thus \(m\) is a generalized eigenvalue. Any other one equals the quotient at its eigenvector, so it is at least \(m\).

Applied to \(S\) with unit overlap, this principle gives \(q_S(x)\ge s\,|x|^2\). By Cauchy–Schwarz,

\[
|q_E(x)|\le |x|\,|Ex|\le e|x|^2=r\,s|x|^2\le r\,q_S(x),
\]

and hence

\[
(1-r)q_S\le q_{S+E}\le(1+r)q_S .
\]

So \(S+E\) is positive definite and \(L'\) exists. Let \(y\) be an eigenvector for \(L'\) and \(x\) one for \(L\). Since \(L\le 0\),

\[
L'q_{S+E}(y)=q_H(y)\ge Lq_S(y)\ge\frac{L}{1-r}\,q_{S+E}(y),
\]

\[
L'q_{S+E}(x)\le q_H(x)=Lq_S(x)\le\frac{L}{1+r}\,q_{S+E}(x).
\]

Dividing by the positive squared norms gives both bounds. The downward shift is at most \(|L|r/(1-r)\) and the upward shift at most \(|L|r/(1+r)\), so

\[
|L'-L|\le |L|\frac{e}{s-e}.
\]

For two orbitals, take

\[
H=\begin{pmatrix}-1&1\\1&-1\end{pmatrix},\quad
S=\begin{pmatrix}1&c\\c&1\end{pmatrix},\quad
E=\begin{pmatrix}0&e\\e&0\end{pmatrix},
\]

with \(c\ge0\) and \(0\le e<1-c\). The smallest eigenvalue of \(S\) is \(s=1-c\). The symmetric combination has energy 0, and the antisymmetric one, normalised as \((1,-1)/\sqrt{2(1-c)}\), has \(L=-2/(1-c)\). Replacing \(c\) by \(c\pm e\) gives

\[
\frac{-2}{1-c\mp e}=\frac{L}{1\mp r},
\]

so each sign of the error attains one bound. The signs in \(H\) are chosen for this purpose: for two equal s orbitals with positive overlap, as in the hydrogen molecular ion, the symmetric combination lies lowest.

## Quadratic forms, eigenvalues and the norm in Lean

The finite type `n` labels the basis functions.

```lean
import Mathlib

open Matrix

namespace OverlapTruncation

noncomputable section

variable {n : Type*} [Fintype n]
```

The form \(q_A(x)\) is `quad A x`; for an overlap matrix it is the squared norm of the orbital with coefficients \(x\).

```lean
/-- The quadratic form `xᵀ A x` of a real matrix. -/
def quad (A : Matrix n n ℝ) (x : n → ℝ) : ℝ := x ⬝ᵥ A *ᵥ x
```

The definition admits only real eigenvalues with real eigenvectors, which loses nothing when \(H\) is symmetric and \(S\) is symmetric positive definite. Ordinary eigenvalues of \(S\) are expressed by `IsGenEig S 1 μ`.

```lean
/-- `μ` is a generalized eigenvalue of `(H, S)`: `H x = μ S x` for some nonzero `x`. -/
def IsGenEig (H S : Matrix n n ℝ) (μ : ℝ) : Prop :=
  ∃ x : n → ℝ, x ≠ 0 ∧ H *ᵥ x = μ • (S *ᵥ x)
```

`IsLeast` requires membership in the set as well as a lower bound.

```lean
/-- `L` is the lowest generalized eigenvalue of `(H, S)`. -/
def IsLowest (H S : Matrix n n ℝ) (L : ℝ) : Prop := IsLeast {μ | IsGenEig H S μ} L
```

The spectral norm enters only through an upper bound, stated for squared Euclidean lengths.

```lean
/-- The spectral norm of `E` is at most `e`: no vector is stretched by more than `e ≥ 0`. -/
def SpectralNormLE (E : Matrix n n ℝ) (e : ℝ) : Prop :=
  0 ≤ e ∧ ∀ x : n → ℝ, (E *ᵥ x) ⬝ᵥ (E *ᵥ x) ≤ e ^ 2 * (x ⬝ᵥ x)
```

## The variational principle

The compact sphere in the code belongs to the maximum norm on coefficient vectors, which serves equally well because the quotient is scale invariant. `hray` extends the minimum to all vectors, and `hker` is the step \(Ax_0=0\), taken from Mathlib's result on positive semidefinite matrices.

```lean
/-- Variational principle: for symmetric `H` and symmetric positive definite `S` on a nonempty
basis, a lowest generalized eigenvalue exists and bounds every Rayleigh quotient from below. -/
theorem exists_lowest [Nonempty n] {H S : Matrix n n ℝ} (hH : H.IsSymm) (hS : S.IsSymm)
    (hpos : ∀ x, x ≠ 0 → 0 < quad S x) :
    ∃ L, IsLowest H S L ∧ ∀ x, L * quad S x ≤ quad H x := by
  have hc (A : Matrix n n ℝ) : Continuous (quad A) := by
    change Continuous fun x : n → ℝ => ∑ i, x i * ∑ j, A i j * x j
    fun_prop
  have hscale (A : Matrix n n ℝ) (c : ℝ) (x : n → ℝ) :
      quad A (c • x) = c ^ 2 * quad A x := by
    simp only [quad, mulVec_smul, dotProduct_smul, smul_dotProduct, smul_eq_mul]
    ring
  have hne : ∀ x ∈ Metric.sphere (0 : n → ℝ) 1, x ≠ 0 := by
    intro x hx h
    rw [mem_sphere_zero_iff_norm, h, norm_zero] at hx
    exact zero_ne_one hx
  -- the Rayleigh quotient attains its minimum on the compact unit sphere
  obtain ⟨x₀, hx₀, hmin⟩ := (isCompact_sphere (0 : n → ℝ) 1).exists_isMinOn
    ⟨fun _ => 1, by rw [mem_sphere_zero_iff_norm, pi_norm_const, norm_one]⟩
    ((hc H).continuousOn.div (hc S).continuousOn fun x hx => (hpos x (hne x hx)).ne')
  have h0 := hpos x₀ (hne x₀ hx₀)
  obtain ⟨m, hm⟩ : ∃ m, m = quad H x₀ / quad S x₀ := ⟨_, rfl⟩
  have hray : ∀ x, m * quad S x ≤ quad H x := by
    intro x
    by_cases hx : x = 0
    · simp [hx, quad]
    have hnx : 0 < ‖x‖ := norm_pos_iff.mpr hx
    have hmem : ‖x‖⁻¹ • x ∈ Metric.sphere (0 : n → ℝ) 1 := by
      rw [mem_sphere_zero_iff_norm, norm_smul, norm_inv, norm_norm, inv_mul_cancel₀ hnx.ne']
    have h : m ≤ quad H (‖x‖⁻¹ • x) / quad S (‖x‖⁻¹ • x) := by
      rw [hm]
      exact isMinOn_iff.mp hmin _ hmem
    rw [le_div_iff₀ (hpos _ (hne _ hmem)), hscale, hscale] at h
    have hi : 0 < ‖x‖⁻¹ ^ 2 := by positivity
    exact le_of_mul_le_mul_left (by linarith) hi
  -- the minimiser lies in the kernel of the positive semidefinite matrix H - m S
  have hq (x : n → ℝ) : x ⬝ᵥ (H - m • S) *ᵥ x = quad H x - m * quad S x := by
    simp only [quad, sub_mulVec, smul_mulVec, dotProduct_sub, dotProduct_smul, smul_eq_mul]
  have hherm : (H - m • S).IsHermitian := by
    change (H - m • S)ᴴ = _
    rw [conjTranspose_eq_transpose_of_trivial, transpose_sub, transpose_smul, hH.eq, hS.eq]
  have hpsd : (H - m • S).PosSemidef := by
    refine PosSemidef.of_dotProduct_mulVec_nonneg hherm fun x => ?_
    rw [star_trivial, hq]
    linarith [hray x]
  have hker : (H - m • S) *ᵥ x₀ = 0 := by
    rw [← hpsd.dotProduct_mulVec_zero_iff, star_trivial, hq, hm, div_mul_cancel₀ _ h0.ne',
      sub_self]
  rw [sub_mulVec, smul_mulVec, sub_eq_zero] at hker
  refine ⟨m, ⟨⟨x₀, hne x₀ hx₀, hker⟩, ?_⟩, hray⟩
  rintro μ ⟨x, hx, h⟩
  have h1 := hray x
  have h2 : quad H x = μ * quad S x := by
    simp only [quad, h, dotProduct_smul, smul_eq_mul]
  exact le_of_mul_le_mul_right (h2 ▸ h1) (hpos x hx)
```

## Controlling the overlap error

Unit overlap in `exists_lowest` turns the eigenvalue bound on \(S\) into a bound on its form.

```lean
/-- If every eigenvalue of the symmetric overlap matrix `S` is at least `s`, then
`xᵀ S x ≥ s xᵀ x`. -/
theorem overlap_lower [DecidableEq n] {S : Matrix n n ℝ} {s : ℝ} (hS : S.IsSymm)
    (hs : ∀ μ, IsGenEig S 1 μ → s ≤ μ) (x : n → ℝ) : s * (x ⬝ᵥ x) ≤ quad S x := by
  have hnn (y : n → ℝ) : 0 ≤ y ⬝ᵥ y := Finset.sum_nonneg fun i _ => mul_self_nonneg (y i)
  by_cases hx : x = 0
  · simp [hx, quad]
  obtain ⟨i, -⟩ := Function.ne_iff.mp hx
  have : Nonempty n := ⟨i⟩
  have h1 (y : n → ℝ) : quad 1 y = y ⬝ᵥ y := by rw [quad, one_mulVec]
  obtain ⟨m, hm, hray⟩ := exists_lowest (S := 1) hS (transpose_one) fun y hy => by
    rw [h1]
    exact lt_of_le_of_ne (hnn y) fun h => hy (dotProduct_self_eq_zero.mp h.symm)
  have h := hray x
  rw [h1] at h
  exact (mul_le_mul_of_nonneg_right (hs m hm.1) (hnn x)).trans h
```

Here `hcs` is Cauchy–Schwarz, and the `calc` block is the chain ending in \(r\,q_S(x)\).

```lean
/-- An overlap error of spectral norm at most `e` changes the squared norm `xᵀ S x` by at most
the fraction `e / s`, if `S` is symmetric with all eigenvalues at least `s > 0`. -/
theorem relative_error [DecidableEq n] {S E : Matrix n n ℝ} {s e : ℝ} (hS : S.IsSymm)
    (hs0 : 0 < s) (hs : ∀ μ, IsGenEig S 1 μ → s ≤ μ) (hE : SpectralNormLE E e) (x : n → ℝ) :
    |quad E x| ≤ e / s * quad S x := by
  have hnn : 0 ≤ x ⬝ᵥ x := Finset.sum_nonneg fun i _ => mul_self_nonneg (x i)
  have hcs : (x ⬝ᵥ E *ᵥ x) ^ 2 ≤ (x ⬝ᵥ x) * ((E *ᵥ x) ⬝ᵥ (E *ᵥ x)) := by
    have h := Finset.sum_mul_sq_le_sq_mul_sq Finset.univ x (E *ᵥ x)
    simp only [dotProduct]
    simpa only [pow_two] using h
  have hsq : quad E x ^ 2 ≤ (e * (x ⬝ᵥ x)) ^ 2 := by
    have h := mul_le_mul_of_nonneg_left (hE.2 x) hnn
    unfold quad
    linarith
  calc |quad E x| ≤ e * (x ⬝ᵥ x) := abs_le_of_sq_le_sq hsq (mul_nonneg hE.1 hnn)
    _ = e / s * (s * (x ⬝ᵥ x)) := by rw [← mul_assoc, div_mul_cancel₀ _ hs0.ne']
    _ ≤ e / s * quad S x :=
      mul_le_mul_of_nonneg_left (overlap_lower hS hs x) (div_nonneg hE.1 hs0.le)
```

## Exchanging trial vectors

`hlo` and `hup` compare the two squared norms, and `hTpos` gives positive definiteness of \(S+E\). The last two bullets insert each eigenvector into the other problem. The basis is nonempty because `hL` supplies an eigenvector.

```lean
/-- Let `H`, `S`, `E` be symmetric, the eigenvalues of `S` at least `s > 0`, and the spectral norm
of `E` at most `e < s`. If the lowest generalized eigenvalue `L` of `(H, S)` is not positive, that
of `(H, S + E)` exists and lies between `L / (1 - e/s)` and `L / (1 + e/s)`. -/
theorem lowest_truncated [DecidableEq n] {H S E : Matrix n n ℝ} {s e L : ℝ}
    (hH : H.IsSymm) (hS : S.IsSymm) (hE : E.IsSymm) (hs0 : 0 < s)
    (hs : ∀ μ, IsGenEig S 1 μ → s ≤ μ) (hEe : SpectralNormLE E e) (hes : e < s)
    (hL : IsLowest H S L) (hL0 : L ≤ 0) :
    ∃ L', IsLowest H (S + E) L' ∧ L / (1 - e / s) ≤ L' ∧ L' ≤ L / (1 + e / s) := by
  obtain ⟨x, hx, hxL⟩ := hL.1
  obtain ⟨i, -⟩ := Function.ne_iff.mp hx
  have : Nonempty n := ⟨i⟩
  have hr0 : 0 ≤ e / s := div_nonneg hEe.1 hs0.le
  have hr1 : 0 < 1 - e / s := sub_pos.mpr ((div_lt_one hs0).mpr hes)
  have hr2 : 0 < 1 + e / s := by linarith
  have hrel := relative_error hS hs0 hs hEe
  have hadd (y : n → ℝ) : quad (S + E) y = quad S y + quad E y := by
    simp only [quad, add_mulVec, dotProduct_add]
  have hlo (y : n → ℝ) : (1 - e / s) * quad S y ≤ quad (S + E) y := by
    rw [hadd]
    linarith [(abs_le.mp (hrel y)).1]
  have hup (y : n → ℝ) : quad (S + E) y ≤ (1 + e / s) * quad S y := by
    rw [hadd]
    linarith [(abs_le.mp (hrel y)).2]
  have hSpos (y : n → ℝ) (hy : y ≠ 0) : 0 < quad S y := by
    have hyy : 0 < y ⬝ᵥ y :=
      lt_of_le_of_ne (Finset.sum_nonneg fun i _ => mul_self_nonneg (y i))
        fun h => hy (dotProduct_self_eq_zero.mp h.symm)
    exact (mul_pos hs0 hyy).trans_le (overlap_lower hS hs y)
  have hTpos (y : n → ℝ) (hy : y ≠ 0) : 0 < quad (S + E) y :=
    (mul_pos hr1 (hSpos y hy)).trans_le (hlo y)
  obtain ⟨L₀, hL₀, hray⟩ := exists_lowest hH hS hSpos
  have hLL : L₀ = L := IsLeast.unique hL₀ hL
  rw [hLL] at hray
  obtain ⟨L', hL', hray'⟩ := exists_lowest hH (hS.add hE) hTpos
  refine ⟨L', hL', ?_, ?_⟩
  · -- the truncated ground state is a trial vector for the exact problem
    obtain ⟨y, hy, hyL⟩ := hL'.1
    have h1 : quad H y = L' * quad (S + E) y := by
      simp only [quad, hyL, dotProduct_smul, smul_eq_mul]
    have h2 := mul_le_mul_of_nonpos_left (hlo y) (div_nonpos_of_nonpos_of_nonneg hL0 hr1.le)
    rw [← mul_assoc, div_mul_cancel₀ _ hr1.ne'] at h2
    exact le_of_mul_le_mul_right (by linarith [hray y]) (hTpos y hy)
  · -- the exact ground state is a trial vector for the truncated problem
    have h1 : quad H x = L * quad S x := by
      simp only [quad, hxL, dotProduct_smul, smul_eq_mul]
    have h2 := mul_le_mul_of_nonpos_left (hup x) (div_nonpos_of_nonpos_of_nonneg hL0 hr2.le)
    rw [← mul_assoc, div_mul_cancel₀ _ hr2.ne'] at h2
    exact le_of_mul_le_mul_right (by linarith [hray' x]) (hTpos x hx)
```

The shift bound takes \(L'\) as given and identifies it with the value just found by uniqueness of least elements. In the code `t` stands for \(e/(s-e)\), and `hrt` records \((1+t)(1-r)=1\).

```lean
/-- Let `H`, `S`, `E` be symmetric, the eigenvalues of `S` at least `s > 0`, and the spectral norm
of `E` at most `e < s`. If the lowest generalized eigenvalue `L` of `(H, S)` is not positive, the
lowest generalized eigenvalue `L'` of `(H, S + E)` differs from it by at most `|L| e / (s - e)`. -/
theorem shift_bound [DecidableEq n] {H S E : Matrix n n ℝ} {s e L L' : ℝ}
    (hH : H.IsSymm) (hS : S.IsSymm) (hE : E.IsSymm) (hs0 : 0 < s)
    (hs : ∀ μ, IsGenEig S 1 μ → s ≤ μ) (hEe : SpectralNormLE E e) (hes : e < s)
    (hL : IsLowest H S L) (hL0 : L ≤ 0) (hL' : IsLowest H (S + E) L') :
    |L' - L| ≤ |L| * (e / (s - e)) := by
  obtain ⟨M, hM, hlo, hup⟩ := lowest_truncated hH hS hE hs0 hs hEe hes hL hL0
  have hML : M = L' := IsLeast.unique hM hL'
  rw [hML] at hlo hup
  have hr0 : 0 ≤ e / s := div_nonneg hEe.1 hs0.le
  have hr1 : 0 < 1 - e / s := sub_pos.mpr ((div_lt_one hs0).mpr hes)
  have ht0 : 0 ≤ e / (s - e) := div_nonneg hEe.1 (sub_pos.mpr hes).le
  have hr : e / s * s = e := div_mul_cancel₀ _ hs0.ne'
  have ht : e / (s - e) * (s - e) = e := div_mul_cancel₀ _ (sub_pos.mpr hes).ne'
  generalize e / s = r at *
  generalize e / (s - e) = t at *
  have hrt : (1 + t) * (1 - r) = 1 :=
    mul_left_cancel₀ hs0.ne' (by linear_combination ht - (1 + t) * hr)
  rw [div_le_iff₀ hr1] at hlo
  rw [le_div_iff₀ (by linarith)] at hup
  have h1 : L * (1 + t) ≤ L' := by
    have h := mul_le_mul_of_nonneg_right hlo (by linarith : 0 ≤ 1 + t)
    have h' : L' * (1 - r) * (1 + t) = L' := by linear_combination L' * hrt
    linarith
  have h2 : L' ≤ L * (1 - t) := by
    -- (1 - t)(1 + r) ≤ 1, because r ≤ t
    have h3 : (1 - t) * (1 + r) ≤ 1 := by nlinarith [mul_nonneg ht0 hr0]
    have h4 := mul_le_mul_of_nonpos_left h3 hL0
    exact le_of_mul_le_mul_right (by linarith) (by linarith : 0 < 1 + r)
  rw [abs_of_nonpos hL0, abs_le]
  constructor <;> linarith
```

## Two orbitals that attain the bounds

The same matrix shape serves for \(H\), \(S\) and \(E\).

```lean
/-- The symmetric two-orbital matrix with diagonal `a` and coupling `b`. -/
def pair (a b : ℝ) : Matrix (Fin 2) (Fin 2) ℝ := !![a, b; b, a]
```

The vector \((1,-1)\) supplies the eigenvalue. For minimality, an eigenvector with equal components gives the symmetric value; otherwise subtracting the two rows gives the antisymmetric one.

```lean
/-- For two equivalent orbitals with positive definite overlap, the antisymmetric combination
gives the lowest generalized eigenvalue if its energy does not exceed the symmetric one. -/
theorem pair_lowest {a b p q : ℝ} (hm : 0 < p - q) (hp : 0 < p + q)
    (hab : (a - b) / (p - q) ≤ (a + b) / (p + q)) :
    IsLowest (pair a b) (pair p q) ((a - b) / (p - q)) := by
  have hv (a b : ℝ) (x : Fin 2 → ℝ) :
      pair a b *ᵥ x = ![a * x 0 + b * x 1, b * x 0 + a * x 1] := by
    ext i
    fin_cases i <;> simp [pair, mulVec, dotProduct, Fin.sum_univ_two]
  have hk : (a - b) / (p - q) * (p - q) = a - b := div_mul_cancel₀ _ hm.ne'
  constructor
  · refine ⟨![1, -1], fun h => one_ne_zero (congrFun h 0), ?_⟩
    rw [hv, hv]
    ext i
    fin_cases i
    · change a * 1 + b * (-1) = (a - b) / (p - q) * (p * 1 + q * (-1))
      linear_combination -hk
    · change b * 1 + a * (-1) = (a - b) / (p - q) * (q * 1 + p * (-1))
      linear_combination hk
  · rintro μ ⟨x, hx, h⟩
    rw [hv, hv] at h
    have h0 : a * x 0 + b * x 1 = μ * (p * x 0 + q * x 1) := congrFun h 0
    have h1 : b * x 0 + a * x 1 = μ * (q * x 0 + p * x 1) := congrFun h 1
    by_cases hd : x 0 = x 1
    · have hx0 : x 0 ≠ 0 := by
        intro hz
        apply hx
        ext i
        fin_cases i
        · exact hz
        · exact hd.symm.trans hz
      have hμ : μ = (a + b) / (p + q) := (eq_div_iff hp.ne').mpr
        (mul_right_cancel₀ hx0 (by linear_combination (μ * q - b) * hd - h0))
      rw [hμ]
      exact hab
    · exact ((eq_div_iff hm.ne').mpr
        (mul_right_cancel₀ (sub_ne_zero.mpr hd) (by linear_combination h1 - h0))).ge
```

The final theorem states the smallest overlap eigenvalue, the norm bound, and the three lowest energies. `key` treats any admissible overlap `d`, and is used at \(c\), \(c+e\) and \(c-e\).

```lean
/-- For two orbitals of overlap `c ≥ 0` and `H = pair (-1) 1`, the smallest overlap eigenvalue is
`s = 1 - c` and the lowest generalized eigenvalue is `L = -2 / s`. Changing the overlap by `e` or
`-e`, with `0 ≤ e < s`, is an error of spectral norm at most `e` and turns `L` into `L / (1 - e/s)`
or `L / (1 + e/s)`, respectively. -/
theorem bounds_attained {c e : ℝ} (hc : 0 ≤ c) (he : 0 ≤ e) (hec : e < 1 - c) :
    IsLowest (pair 1 c) 1 (1 - c) ∧ SpectralNormLE (pair 0 e) e ∧
    IsLowest (pair (-1) 1) (pair 1 c) (-2 / (1 - c)) ∧
    IsLowest (pair (-1) 1) (pair 1 c + pair 0 e) (-2 / (1 - c) / (1 - e / (1 - c))) ∧
    IsLowest (pair (-1) 1) (pair 1 c - pair 0 e) (-2 / (1 - c) / (1 + e / (1 - c))) := by
  have hq : e / (1 - c) * (1 - c) = e := div_mul_cancel₀ _ (by linarith)
  -- the same matrix H with any overlap d between -1 and 1
  have key (d : ℝ) (h1 : 0 < 1 - d) (h2 : 0 < 1 + d) :
      IsLowest (pair (-1) 1) (pair 1 d) (-2 / (1 - d)) := by
    have h := pair_lowest (a := -1) (b := 1) h1 h2 (by
      rw [neg_add_cancel, zero_div]
      exact div_nonpos_of_nonpos_of_nonneg (by norm_num) h1.le)
    rwa [show (-1 - 1 : ℝ) = -2 by norm_num] at h
  refine ⟨?_, ⟨he, fun x => le_of_eq ?_⟩, key c (by linarith) (by linarith), ?_, ?_⟩
  · have h := pair_lowest (a := 1) (b := c) (p := 1) (q := 0) (by norm_num) (by norm_num)
      (by norm_num; linarith)
    have h1 : pair 1 0 = 1 := by
      ext i j
      fin_cases i <;> fin_cases j <;> simp [pair]
    rwa [h1, sub_zero, div_one] at h
  · simp only [pair, mulVec, dotProduct, Fin.sum_univ_two, of_apply, cons_val_zero,
      cons_val_one, cons_val_fin_one]
    ring
  · have h1 : pair 1 c + pair 0 e = pair 1 (c + e) := by
      ext i j
      fin_cases i <;> fin_cases j <;> simp [pair]
    rw [h1, div_div, show (1 - c) * (1 - e / (1 - c)) = 1 - (c + e) by linear_combination -hq]
    exact key _ (by linarith) (by linarith)
  · have h1 : pair 1 c - pair 0 e = pair 1 (c - e) := by
      ext i j
      fin_cases i <;> fin_cases j <;> simp [pair]
    rw [h1, div_div, show (1 - c) * (1 + e / (1 - c)) = 1 - (c - e) by linear_combination hq]
    exact key _ (by linarith) (by linarith)

end

end OverlapTruncation
```

```lean
#print axioms OverlapTruncation.shift_bound
#print axioms OverlapTruncation.bounds_attained
```

```
'OverlapTruncation.shift_bound' depends on axioms: [propext, Classical.choice, Quot.sound]
'OverlapTruncation.bounds_attained' depends on axioms: [propext, Classical.choice, Quot.sound]
```
